# Failure of the reverse-order law for pseudo-inverses of a row times a column

For invertible square matrices $(AB)^{-1} = B^{-1}A^{-1}$, and it is tempting to pseudo-invert a product of rectangular matrices factor by factor in the same way. This can give a wrong number already for a row and a column of length two. Take the row $A = (1,0)$ and the column $B = (1,1)^T$. The product $AB$ is the number $1$, so the equation $(AB)\,z = 1$ has the solution $z = 1$. The pseudo-inverses of the factors are $X = (1,0)^T$ and $Y = (\tfrac12,\tfrac12)$, and the reversed product $YX$ is $\tfrac12$. Chains of rectangular matrices arise in electronic-structure codes when coefficients are carried from one basis to another through overlap matrices, and the results below apply if a product of two such matrices is pseudo-inverted factor by factor, for real matrices in exact arithmetic, with a complete criterion only for a row times a column.

## The claim

A matrix $X$ is a pseudo-inverse of a real matrix $A$ when the four Penrose equations hold:
$$AXA = A,\qquad XAX = X,\qquad (AX)^T = AX,\qquad (XA)^T = XA .$$
Let $a$ and $b$ be nonzero real vectors of equal length, with $a\cdot b = \sum_k a_k b_k$. Let $A$ be $a$ written as a row, $B$ be $b$ written as a column, and $X$, $Y$ their pseudo-inverses. Put $c = a\cdot b$ and $D = (a\cdot a)(b\cdot b)$, which is nonzero. Then $YX = c/D$; if $Z$ is a pseudo-inverse of $AB$, then $YX = (c^2/D)\,Z$; and $YX$ is a pseudo-inverse of $AB$ exactly when $c = 0$ or $c^2 = D$. For matrices of any shape, with $1$ the identity matrix, the law holds whenever $XA = 1$ and $BY = 1$.

## Derivation by hand

**The row.** Let the column $X$ have entries $x_i$. Then $AX$ is the number $a\cdot x$ and $(XA)_{ij} = x_i a_j$. The first and fourth equations read $(a\cdot x)\,a_j = a_j$ and $x_j a_i = x_i a_j$. Multiplying the latter by $a_j$ and summing over $j$ gives
$$x_i\,(a\cdot a) = \sum_j x_i a_j a_j = \sum_j a_j x_j a_i = (a\cdot x)\,a_i = a_i ,$$
so $x = a/(a\cdot a)$. Conversely this $x$ has $a\cdot x = 1$, hence $AXA = (AX)A = A$ and $XAX = X(AX) = X$; the $1\times1$ matrix $AX$ is symmetric, and so is $(XA)_{ij} = a_i a_j/(a\cdot a)$.

**The column.** Let the row $Y$ have entries $y_j$. Now $YB = y\cdot b$ and $(BY)_{ij} = b_i y_j$. The first equation, bracketed as $B(YB) = B$, gives $b_j\,(y\cdot b) = b_j$, and the third gives $b_j y_i = b_i y_j$. These are the same two relations, so $y = b/(b\cdot b)$, and the converse follows from $y\cdot b = 1$.

**The scalar.** For $1\times1$ matrices with entries $\mu$ and $z$ the symmetry conditions are empty, which leaves $\mu z\mu = \mu$ and $z\mu z = z$. If $\mu = 0$ the second forces $z = 0$; otherwise dividing the first by $\mu$ gives $\mu z = 1$. Either alternative satisfies both equations.

**The product.** We have $AB = c$ and
$$YX = \sum_k \frac{b_k}{b\cdot b}\,\frac{a_k}{a\cdot a} = \frac{c}{D}.$$
If $c = 0$, both $YX$ and $(c^2/D)Z$ vanish. Otherwise $cZ = 1$ and $(c^2/D)Z = c/D$. The scalar criterion with $\mu = c$ and $z = c/D$ asks for $c = 0$ together with $c/D = 0$, which is just $c = 0$, or for $c\cdot c/D = 1$, which is $c^2 = D$. In terms of the unit vectors $\hat a$, $\hat b$ along $a$, $b$ the factor $c^2/D$ is $(\hat a\cdot\hat b)^2$, a squared cosine, and the two good cases are orthogonal and collinear vectors; the theorems speak only of dot products, and this geometric reading is commentary on them.

**One-sided inverses.** For general $A$, $B$ with pseudo-inverses satisfying $XA = 1$ and $BY = 1$, the inner factors cancel: $(AB)(YX) = AX$ and $(YX)(AB) = YB$. Both are symmetric by hypothesis. Further $(AB)(YX)(AB) = AXA\,B = AB$ and $(YX)(AB)(YX) = YBY\,X = YX$. In the opening example $BY$ has all four entries equal to $\tfrac12$, so this cancellation is unavailable.

**Numbers.** The opening example has $c = 1$, $a\cdot a = 1$, $b\cdot b = 2$, so $c^2/D = \tfrac12$, with $\hat b = (1,1)/\sqrt2$. For $a = (1,2,2)$ and $b = (2,1,2)$ one finds $a\cdot a = b\cdot b = 9$ and $c = 8$. Then $x = (1,2,2)/9$, $y = (2,1,2)/9$, $YX = 8/81$ and $Z = 1/8$, in agreement with $(64/81)(1/8) = 8/81$.

**Smallest case.** For vectors of length one, with nonzero entries $a_0$ and $b_0$, $c^2 = a_0^2 b_0^2 = D$ always, and the law reduces to $1/(a_0 b_0) = (1/b_0)(1/a_0)$. Failure within this family needs at least two components.

## The formal development

The types `m`, `n`, `p` are finite index sets for rows and columns, and all entries are real.

In Lean 4 with Mathlib:

```lean
import Mathlib

open Matrix

namespace ReverseOrderLaw

noncomputable section

variable {m n p : Type*} [Fintype m] [Fintype n] [Fintype p]
```

`IsPenrose A X` is a relation between two matrices, with the four equations in the order given above. The file defines no pseudo-inverse function and does not prove existence or uniqueness for general matrices; for nonzero rows and columns the equivalences below supply both. Complex matrices, rounding and singular-value thresholds are not modelled.

```lean
/-- The four Penrose equations for a real rectangular matrix `A` and a candidate `X`:
`AXA = A`, `XAX = X`, and both `AX` and `XA` are symmetric. -/
def IsPenrose (A : Matrix m n ℝ) (X : Matrix n m ℝ) : Prop :=
  A * X * A = A ∧ X * A * X = X ∧ (A * X)ᵀ = A * X ∧ (X * A)ᵀ = X * A
```

A vector is a function `n → ℝ`, and `a ⬝ᵥ b` is $a\cdot b$. The one-element index set `Fin 1` has the single index $0$, so the number held in a $1\times1$ matrix `M` is `M 0 0`.

```lean
/-- The vector `a` written as a one-row matrix. -/
def rowM (a : n → ℝ) : Matrix (Fin 1) n ℝ := Matrix.of fun _ j => a j

/-- The vector `a` written as a one-column matrix. -/
def colM (a : n → ℝ) : Matrix n (Fin 1) ℝ := Matrix.of fun i _ => a i
```

In the literal notation a comma separates entries of a row and a semicolon separates rows.

```lean
/-- The row `(1, 0)`. -/
def rowA : Matrix (Fin 1) (Fin 2) ℝ := !![1, 0]

/-- The column `(1, 1)ᵀ`. -/
def colB : Matrix (Fin 2) (Fin 1) ℝ := !![1; 1]
```

The contraction is isolated as a statement about vectors. The fact `hN` says $a\cdot a \ne 0$, and the `calc` block in `key` is the displayed chain of equalities. Its middle step, `linear_combination (-a j) * h4 i j`, multiplies the symmetry relation by $-a_j$, term by term under the sum; the minus sign is there because the two sides of `h4 i j` are exchanged relative to the goal.

```lean
/-- If `a` is nonzero, `(a·x) a = a` and the outer product of `x` and `a` is symmetric,
then `x = a / (a·a)`. -/
theorem eq_dual_vector (a x : n → ℝ) (ha : a ≠ 0) (h1 : ∀ j, (a ⬝ᵥ x) * a j = a j)
    (h4 : ∀ i j, x j * a i = x i * a j) : x = (a ⬝ᵥ a)⁻¹ • a := by
  have hN : a ⬝ᵥ a ≠ 0 := fun h => ha (dotProduct_self_eq_zero.mp h)
  funext i
  -- contract the symmetry relation with `a`
  have key : x i * (a ⬝ᵥ a) = a i :=
    calc x i * (a ⬝ᵥ a) = ∑ j, x i * (a j * a j) := by rw [dotProduct, Finset.mul_sum]
      _ = ∑ j, a j * x j * a i :=
        Finset.sum_congr rfl fun j _ => by linear_combination (-a j) * h4 i j
      _ = (a ⬝ᵥ x) * a i := by rw [dotProduct, Finset.sum_mul]
      _ = a i := h1 i
  rw [Pi.smul_apply, smul_eq_mul, eq_inv_mul_iff_mul_eq₀ hN, mul_comm]
  exact key
```

In the forward direction of the row theorem the pattern `⟨h1, -, -, h4⟩` keeps only the first and fourth equations. Their entries $(0,j)$ and $(i,j)$ are the two hypotheses of `eq_dual_vector` for the vector `fun k => X k 0`. In the converse `hs` is $a\cdot x = 1$, and the second equation is first rebracketed to $X(AX)$ so that this sum appears.

```lean
/-- The Penrose equations for a nonzero row `a` hold exactly for the column `a / (a·a)`. -/
theorem penrose_row_iff (a : n → ℝ) (ha : a ≠ 0) (X : Matrix n (Fin 1) ℝ) :
    IsPenrose (rowM a) X ↔ X = colM ((a ⬝ᵥ a)⁻¹ • a) := by
  have hN : a ⬝ᵥ a ≠ 0 := fun h => ha (dotProduct_self_eq_zero.mp h)
  constructor
  · rintro ⟨h1, -, -, h4⟩
    have hx := eq_dual_vector a (fun k => X k 0) ha
      (fun j => by
        have e := congrFun (congrFun h1 0) j
        simp only [mul_apply, rowM, of_apply, Fin.sum_univ_one] at e
        exact e)
      (fun i j => by
        have e := congrFun (congrFun h4 i) j
        simp only [transpose_apply, mul_apply, rowM, of_apply, Fin.sum_univ_one] at e
        exact e)
    ext i j
    obtain rfl : j = 0 := Subsingleton.elim _ _
    exact congrFun hx i
  · rintro rfl
    have hs : ∑ k, a k * ((a ⬝ᵥ a)⁻¹ * a k) = 1 :=
      calc ∑ k, a k * ((a ⬝ᵥ a)⁻¹ * a k) = ∑ k, (a ⬝ᵥ a)⁻¹ * (a k * a k) :=
            Finset.sum_congr rfl fun k _ => by ring
        _ = 1 := by rw [← Finset.mul_sum]; exact inv_mul_cancel₀ hN
    refine ⟨?_, (Matrix.mul_assoc _ _ _).trans ?_, ?_, ?_⟩ <;> ext i j <;>
      simp only [transpose_apply, mul_apply, rowM, colM, of_apply, Fin.sum_univ_one,
        Pi.smul_apply, smul_eq_mul, hs] <;> ring
```

The column theorem keeps the first and third equations and rebrackets the first as $B(YB)$. The entry relation from the third equation has its two sides exchanged relative to `h4`, which accounts for the factor `(-1)`.

```lean
/-- The Penrose equations for a nonzero column `b` hold exactly for the row `b / (b·b)`. -/
theorem penrose_col_iff (b : n → ℝ) (hb : b ≠ 0) (Y : Matrix (Fin 1) n ℝ) :
    IsPenrose (colM b) Y ↔ Y = rowM ((b ⬝ᵥ b)⁻¹ • b) := by
  have hN : b ⬝ᵥ b ≠ 0 := fun h => hb (dotProduct_self_eq_zero.mp h)
  constructor
  · rintro ⟨h1, -, h3, -⟩
    rw [Matrix.mul_assoc] at h1
    have hy := eq_dual_vector b (fun k => Y 0 k) hb
      (fun j => by
        have e := congrFun (congrFun h1 j) 0
        simp only [mul_apply, colM, of_apply, Fin.sum_univ_one] at e
        rw [dotProduct_comm, mul_comm]
        exact e)
      (fun i j => by
        have e := congrFun (congrFun h3 i) j
        simp only [transpose_apply, mul_apply, colM, of_apply, Fin.sum_univ_one] at e
        linear_combination (-1) * e)
    ext i j
    obtain rfl : i = 0 := Subsingleton.elim _ _
    exact congrFun hy j
  · rintro rfl
    have hs : ∑ k, (b ⬝ᵥ b)⁻¹ * b k * b k = 1 :=
      calc ∑ k, (b ⬝ᵥ b)⁻¹ * b k * b k = ∑ k, (b ⬝ᵥ b)⁻¹ * (b k * b k) :=
            Finset.sum_congr rfl fun k _ => by ring
        _ = 1 := by rw [← Finset.mul_sum]; exact inv_mul_cancel₀ hN
    refine ⟨(Matrix.mul_assoc _ _ _).trans ?_, ?_, ?_, ?_⟩ <;> ext i j <;>
      simp only [transpose_apply, mul_apply, rowM, colM, of_apply, Fin.sum_univ_one,
        Pi.smul_apply, smul_eq_mul, hs] <;> ring
```

Here `M 0 0` is $\mu$ and `Z 0 0` is $z$. The split `by_cases hc` is the alternative $\mu = 0$ or $\mu \neq 0$, and `mul_right_cancel₀` is the division by $\mu$. In the converse `key` collects the two scalar equations.

```lean
/-- For `1 × 1` matrices the Penrose equations hold exactly when both entries vanish
or their product is one. -/
theorem penrose_scalar_iff (M Z : Matrix (Fin 1) (Fin 1) ℝ) :
    IsPenrose M Z ↔ (M 0 0 = 0 ∧ Z 0 0 = 0) ∨ M 0 0 * Z 0 0 = 1 := by
  constructor
  · rintro ⟨h1, h2, -, -⟩
    have e1 := congrFun (congrFun h1 0) 0
    have e2 := congrFun (congrFun h2 0) 0
    simp only [mul_apply, Fin.sum_univ_one] at e1 e2
    by_cases hc : M 0 0 = 0
    · exact Or.inl ⟨hc, by linear_combination (-1) * e2 + Z 0 0 * Z 0 0 * hc⟩
    · exact Or.inr (mul_right_cancel₀ hc (by linear_combination e1))
  · intro h
    have key : M 0 0 * Z 0 0 * M 0 0 = M 0 0 ∧ Z 0 0 * M 0 0 * Z 0 0 = Z 0 0 := by
      rcases h with h | h
      · simp [h.1, h.2]
      · exact ⟨by linear_combination M 0 0 * h, by linear_combination Z 0 0 * h⟩
    refine ⟨?_, ?_, ?_, ?_⟩
    all_goals
      ext i j
      obtain rfl : i = 0 := Subsingleton.elim _ _
      obtain rfl : j = 0 := Subsingleton.elim _ _
      simp only [mul_apply, transpose_apply, Fin.sum_univ_one, key.1, key.2]
```

The next theorem takes any `X` and `Y` that solve the Penrose equations for `rowM a` and `colM b`, replaces them by their explicit forms, and compares the sum for $YX$ with $\sum_k a_k b_k/D$ term by term.

```lean
/-- For a nonzero row `a` and a nonzero column `b` with pseudo-inverses `X` and `Y`, the
reversed product `Y X` is the number `(a·b) / ((a·a)(b·b))`. -/
theorem reversed_product (a b : n → ℝ) (ha : a ≠ 0) (hb : b ≠ 0)
    {X : Matrix n (Fin 1) ℝ} {Y : Matrix (Fin 1) n ℝ}
    (hX : IsPenrose (rowM a) X) (hY : IsPenrose (colM b) Y) :
    (Y * X) 0 0 = a ⬝ᵥ b / ((a ⬝ᵥ a) * (b ⬝ᵥ b)) := by
  have hsum : a ⬝ᵥ b / ((a ⬝ᵥ a) * (b ⬝ᵥ b)) = ∑ k, a k * b k / ((a ⬝ᵥ a) * (b ⬝ᵥ b)) :=
    Finset.sum_div _ _ _
  rw [hsum, (penrose_row_iff a ha X).mp hX, (penrose_col_iff b hb Y).mp hY]
  simp only [mul_apply, rowM, colM, of_apply, Pi.smul_apply, smul_eq_mul]
  exact Finset.sum_congr rfl fun k _ => by ring
```

The proportionality assumes that `a` and `b` are nonzero and that `X` and `Y` are pseudo-inverses of the row and the column. It is an equation of $1\times1$ matrices, with `hAB` identifying the entry of $AB$ as $c$. When $c = 0$ the left side and the prefactor both vanish. Otherwise the last line is the identity $c/D - (c^2/D)z = -(c/D)(cz - 1)$ with $z$ the entry of `Z`.

```lean
/-- The reversed product `Y X` equals the pseudo-inverse `Z` of row times column scaled by
`(a·b)² / ((a·a)(b·b))`. -/
theorem reversed_product_eq_smul (a b : n → ℝ) (ha : a ≠ 0) (hb : b ≠ 0)
    {X : Matrix n (Fin 1) ℝ} {Y : Matrix (Fin 1) n ℝ} {Z : Matrix (Fin 1) (Fin 1) ℝ}
    (hX : IsPenrose (rowM a) X) (hY : IsPenrose (colM b) Y)
    (hZ : IsPenrose (rowM a * colM b) Z) :
    Y * X = ((a ⬝ᵥ b) ^ 2 / ((a ⬝ᵥ a) * (b ⬝ᵥ b))) • Z := by
  have hAB : (rowM a * colM b) 0 0 = a ⬝ᵥ b := by simp [rowM, colM, mul_apply, dotProduct]
  ext i j
  obtain rfl : i = 0 := Subsingleton.elim _ _
  obtain rfl : j = 0 := Subsingleton.elim _ _
  rw [Matrix.smul_apply, reversed_product a b ha hb hX hY, smul_eq_mul]
  rw [penrose_scalar_iff, hAB] at hZ
  rcases hZ with h | h
  · simp [h.1]
  · linear_combination (-(a ⬝ᵥ b / ((a ⬝ᵥ a) * (b ⬝ᵥ b)))) * h
```

The main theorem reads: for nonzero `a` and `b` over any finite index set, and any pseudo-inverses `X` of the row and `Y` of the column, `Y * X` solves the Penrose equations for `rowM a * colM b` if and only if $c = 0$ or $c^2 = D$. The fact `hD` is $D \ne 0$, `hq` turns $c\cdot c/D = 1$ into $c^2 = D$, and the final `or_congr` drops the redundant condition $c/D = 0$. A necessary and sufficient condition for factors of other shapes is not treated.

```lean
/-- For a nonzero row `a` and a nonzero column `b`, the reversed product of their
pseudo-inverses is a pseudo-inverse of the product exactly when `a·b = 0` or
`(a·b)² = (a·a)(b·b)`. -/
theorem reverse_order_iff (a b : n → ℝ) (ha : a ≠ 0) (hb : b ≠ 0)
    {X : Matrix n (Fin 1) ℝ} {Y : Matrix (Fin 1) n ℝ}
    (hX : IsPenrose (rowM a) X) (hY : IsPenrose (colM b) Y) :
    IsPenrose (rowM a * colM b) (Y * X) ↔
      a ⬝ᵥ b = 0 ∨ (a ⬝ᵥ b) ^ 2 = (a ⬝ᵥ a) * (b ⬝ᵥ b) := by
  have hAB : (rowM a * colM b) 0 0 = a ⬝ᵥ b := by simp [rowM, colM, mul_apply, dotProduct]
  have hD : (a ⬝ᵥ a) * (b ⬝ᵥ b) ≠ 0 :=
    mul_ne_zero (fun h => ha (dotProduct_self_eq_zero.mp h))
      (fun h => hb (dotProduct_self_eq_zero.mp h))
  have hq : a ⬝ᵥ b * (a ⬝ᵥ b / ((a ⬝ᵥ a) * (b ⬝ᵥ b))) = 1 ↔
      (a ⬝ᵥ b) ^ 2 = (a ⬝ᵥ a) * (b ⬝ᵥ b) := by
    rw [← mul_div_assoc, div_eq_one_iff_eq hD, sq]
  rw [penrose_scalar_iff, hAB, reversed_product a b ha hb hX hY, hq]
  exact or_congr ⟨fun h => h.1, fun h => ⟨h, by rw [h, zero_div]⟩⟩ Iff.rfl
```

The opening example is stated in five parts. The first three say that $(1,0)^T$, $(\tfrac12,\tfrac12)$ and $1$ are the only solutions for `rowA`, `colB` and their product; the fourth evaluates the reversed product; the fifth denies that it solves the equations for the product. The proof identifies the literals with `rowM ![1, 0]` and `colM ![1, 1]`, evaluates the dot products, and closes the last part from `hP` and `hZ` by $\tfrac12 \ne 1$.

```lean
/-- The row `(1,0)` and the column `(1,1)ᵀ` have pseudo-inverses `(1,0)ᵀ` and `(1/2,1/2)`, and
their product has pseudo-inverse `1`; the reversed product of the pseudo-inverses is `1/2`
and violates the Penrose equations for the product. -/
theorem reverse_order_fails :
    (∀ X, IsPenrose rowA X ↔ X = !![1; 0]) ∧ (∀ Y, IsPenrose colB Y ↔ Y = !![1 / 2, 1 / 2]) ∧
    (∀ Z, IsPenrose (rowA * colB) Z ↔ Z = !![1]) ∧
    !![(1 : ℝ) / 2, 1 / 2] * !![(1 : ℝ); 0] = !![(1 : ℝ) / 2] ∧
    ¬ IsPenrose (rowA * colB) (!![(1 : ℝ) / 2, 1 / 2] * !![(1 : ℝ); 0]) := by
  have hA : rowA = rowM ![1, 0] := by
    ext i j; fin_cases i; fin_cases j <;> simp [rowA, rowM]
  have hB : colB = colM ![1, 1] := by
    ext i j; fin_cases i <;> fin_cases j <;> simp [colB, colM]
  have hAB : (rowA * colB) 0 0 = 1 := by simp [rowA, colB, mul_apply, Fin.sum_univ_two]
  have hZ : ∀ Z, IsPenrose (rowA * colB) Z ↔ Z = !![1] := by
    intro Z
    rw [penrose_scalar_iff, hAB]
    constructor
    · rintro (h | h)
      · exact absurd h.1 one_ne_zero
      · ext i j
        obtain rfl : i = 0 := Subsingleton.elim _ _
        obtain rfl : j = 0 := Subsingleton.elim _ _
        simpa using h
    · rintro rfl
      right; simp
  have hP : !![(1 : ℝ) / 2, 1 / 2] * !![(1 : ℝ); 0] = !![(1 : ℝ) / 2] := by
    ext i j; fin_cases i; fin_cases j; simp [mul_apply, Fin.sum_univ_two]
  refine ⟨fun X => ?_, fun Y => ?_, hZ, hP, ?_⟩
  · rw [hA, penrose_row_iff _ (fun h => by simpa using congrFun h 0)]
    refine Eq.congr_right ?_
    ext i j
    fin_cases i <;> fin_cases j <;> simp [colM, dotProduct, Fin.sum_univ_two]
  · rw [hB, penrose_col_iff _ (fun h => by simpa using congrFun h 0)]
    refine Eq.congr_right ?_
    ext i j
    fin_cases i
    fin_cases j
    all_goals simp [rowM, dotProduct, Fin.sum_univ_two]
    all_goals norm_num
  · rw [hP, hZ]
    intro h
    have e := congrFun (congrFun h 0) 0
    norm_num at e
```

The positive theorem allows arbitrary shapes, with `n` the inner index set. Its name refers to rank, but its hypotheses are the equations `hXA` and `hBY` themselves, assumed and not derived from a rank condition. They are sufficient only: the orthogonal case above satisfies the law without them. The facts `e1` and `e2` are the two cancellations, and the four goals then use the first and third equations for $A$ and the second and fourth for $B$.

```lean
/-- If the pseudo-inverse `X` of `A` is a left inverse and the pseudo-inverse `Y` of `B` is a
right inverse, then `Y X` is a pseudo-inverse of `A B`. -/
theorem reverse_order_of_full_rank [DecidableEq n] {A : Matrix m n ℝ} {B : Matrix n p ℝ}
    {X : Matrix n m ℝ} {Y : Matrix p n ℝ} (hX : IsPenrose A X) (hY : IsPenrose B Y)
    (hXA : X * A = 1) (hBY : B * Y = 1) : IsPenrose (A * B) (Y * X) := by
  -- the inner factors cancel
  have e1 : A * B * (Y * X) = A * X := by
    rw [Matrix.mul_assoc, ← Matrix.mul_assoc B, hBY, Matrix.one_mul]
  have e2 : Y * X * (A * B) = Y * B := by
    rw [Matrix.mul_assoc, ← Matrix.mul_assoc X, hXA, Matrix.one_mul]
  refine ⟨?_, ?_, ?_, ?_⟩
  · rw [e1, ← Matrix.mul_assoc, hX.1]
  · rw [e2, ← Matrix.mul_assoc, hY.2.1]
  · rw [e1]; exact hX.2.2.1
  · rw [e2]; exact hY.2.2.2
```

The same two matrices in the opposite order meet all four hypotheses, with `colB` as left factor, `rowA` as right factor and a one-element inner index set. Applying the previous theorem to them makes $(1,0)^T(\tfrac12,\tfrac12)$, with rows $(\tfrac12,\tfrac12)$ and $(0,0)$, a pseudo-inverse of the $2\times2$ product with rows $(1,0)$ and $(1,0)$.

```lean
/-- The column `(1,1)ᵀ` as left factor has pseudo-inverse `(1/2,1/2)`, a left inverse, and the
row `(1,0)` as right factor has pseudo-inverse `(1,0)ᵀ`, a right inverse. -/
theorem reverse_order_of_full_rank_witness :
    IsPenrose colB !![1 / 2, 1 / 2] ∧ IsPenrose rowA !![1; 0] ∧
    (!![1 / 2, 1 / 2] : Matrix (Fin 1) (Fin 2) ℝ) * colB = 1 ∧
    rowA * (!![1; 0] : Matrix (Fin 2) (Fin 1) ℝ) = 1 := by
  refine ⟨(reverse_order_fails.2.1 _).mpr rfl, (reverse_order_fails.1 _).mpr rfl, ?_, ?_⟩ <;>
    ext i j <;> fin_cases i <;> fin_cases j <;>
    simp [rowA, colB, mul_apply, Fin.sum_univ_two]
  all_goals norm_num

end

end ReverseOrderLaw
```

```lean
#print axioms ReverseOrderLaw.reversed_product_eq_smul
#print axioms ReverseOrderLaw.reverse_order_iff
#print axioms ReverseOrderLaw.reverse_order_fails
#print axioms ReverseOrderLaw.reverse_order_of_full_rank
```

```
'ReverseOrderLaw.reversed_product_eq_smul' depends on axioms: [propext, Classical.choice, Quot.sound]
'ReverseOrderLaw.reverse_order_iff' depends on axioms: [propext, Classical.choice, Quot.sound]
'ReverseOrderLaw.reverse_order_fails' depends on axioms: [propext, Classical.choice, Quot.sound]
'ReverseOrderLaw.reverse_order_of_full_rank' depends on axioms: [propext, Classical.choice, Quot.sound]
```
